# With two or more real orbitals, the cusp values 1/2 and 1/4 fix $aI+bP$ at $a=3/8$, $b=1/8$

Let $P$ swap the two labels of an orbital pair. For a finite set of at least two real orbitals, $aI+bP$ multiplies every symmetric pair vector by $1/2$ and every antisymmetric one by $1/4$ exactly when $a=3/8$ and $b=1/8$. The resulting matrix $T$ satisfies $(U\otimes U)\,T\,(U\otimes U)^T=T$ for every orthogonal $U$.

In explicitly correlated electronic-structure methods, $T$ supplies Ten-no's fixed amplitudes for a correlation factor whose slope in the distance between the electrons is 1 where they meet. What is proved here concerns this finite real matrix alone, without the correlation factor or any energy.

## Pair vectors and the swap

```lean
import Mathlib

open Matrix
open scoped Kronecker

namespace TenNoFixedAmplitudes

noncomputable section

variable (n : Type*) [Fintype n] [DecidableEq n]
```

The type `n` is the finite set of orbitals. A pair vector is a function `n × n → ℝ`, with components $v(i,j)$ over all ordered pairs, including $i=j$.

```lean
/-- The swap `P` on orbital pairs, as a real matrix indexed by pairs. -/
def swapMatrix : Matrix (n × n) (n × n) ℝ :=
  Matrix.of fun p q => if q = p.swap then 1 else 0
```

The entry of $P$ in row $p$ and column $q$ is 1 if $q$ is $p$ with its labels exchanged, and 0 otherwise.

```lean
/-- The combination `a I + b P` of the identity and the swap. -/
def pairOperator (a b : ℝ) : Matrix (n × n) (n × n) ℝ :=
  a • (1 : Matrix (n × n) (n × n) ℝ) + b • swapMatrix n
```

This is $aI+bP$; the symbol `•` multiplies a matrix by a number.

```lean
/-- The fixed-amplitude matrix `T = (3/8) I + (1/8) P`. -/
def fixedAmplitudes : Matrix (n × n) (n × n) ℝ :=
  pairOperator n (3 / 8) (1 / 8)
```

This names $T=\tfrac38 I+\tfrac18 P$.

## The cusp values as a condition on a matrix

```lean
variable {n}

/-- A pair vector that is unchanged when the two orbitals are exchanged. -/
def IsSymmetricPair (v : n × n → ℝ) : Prop :=
  ∀ i j, v (j, i) = v (i, j)
```

Symmetric means $v(j,i)=v(i,j)$ for all $i,j$. Such a spatial pair belongs to a singlet.

```lean
/-- A pair vector that changes sign when the two orbitals are exchanged. -/
def IsAntisymmetricPair (v : n × n → ℝ) : Prop :=
  ∀ i j, v (j, i) = -v (i, j)
```

Antisymmetric means $v(j,i)=-v(i,j)$, as for a triplet. In particular $v(i,i)=0$.

```lean
/-- The cusp conditions on a pair matrix: it acts as `1/2` on symmetric and as `1/4` on
antisymmetric pair vectors. -/
def CuspConditions (M : Matrix (n × n) (n × n) ℝ) : Prop :=
  (∀ v, IsSymmetricPair v → M *ᵥ v = (1 / 2 : ℝ) • v) ∧
    (∀ v, IsAntisymmetricPair v → M *ᵥ v = (1 / 4 : ℝ) • v)
```

`CuspConditions M` says that $Mv=\tfrac12 v$ for all symmetric $v$ and $Mv=\tfrac14 v$ for all antisymmetric $v$; `*ᵥ` is matrix times vector. The two numbers are assumed. They stand for the Coulomb cusp: as two electrons meet at distance $r_{12}$, in atomic units, the leading relative correction to the pair function is $r_{12}/2$ for a singlet that is nonzero at $r_{12}=0$, and $r_{12}/4$ for a triplet that vanishes there only to first order. Pair functions that vanish to higher order have other factors; the conditions above use the same two numbers for them too.

## $T$ meets the conditions, and no other matrix does

```lean
/-- The swap matrix exchanges the two orbital labels of a pair vector. -/
theorem swapMatrix_mulVec (v : n × n → ℝ) (p : n × n) :
    (swapMatrix n *ᵥ v) p = v p.swap := by
  simp only [swapMatrix, Matrix.mulVec, dotProduct, Matrix.of_apply, ite_mul, one_mul,
    zero_mul, Finset.sum_ite_eq', Finset.mem_univ, if_true]
```

In the sum $\sum_q P_{pq}v(q)$ only one term survives, so $(Pv)(i,j)=v(j,i)$.

```lean
/-- The operator `a I + b P` mixes each pair component with its exchanged partner, with
weights `a` and `b`. -/
theorem pairOperator_mulVec (a b : ℝ) (v : n × n → ℝ) (i j : n) :
    (pairOperator n a b *ᵥ v) (i, j) = a * v (i, j) + b * v (j, i) := by
  simp [pairOperator, Matrix.add_mulVec, Matrix.smul_mulVec, swapMatrix_mulVec]
```

By linearity, $((aI+bP)v)(i,j)=a\,v(i,j)+b\,v(j,i)$.

```lean
/-- The fixed amplitudes satisfy both cusp conditions, for any number of orbitals. -/
theorem fixedAmplitudes_cusp : CuspConditions (fixedAmplitudes n) := by
  unfold fixedAmplitudes
  constructor
  · intro v hv
    ext ⟨i, j⟩
    rw [pairOperator_mulVec, Pi.smul_apply, smul_eq_mul, hv i j]
    ring
  · intro v hv
    ext ⟨i, j⟩
    rw [pairOperator_mulVec, Pi.smul_apply, smul_eq_mul, hv i j]
    ring
```

For symmetric $v$ the factor is $\tfrac38+\tfrac18=\tfrac12$; for antisymmetric $v$ it is $\tfrac38-\tfrac18=\tfrac14$. In Lean, `hv i j` replaces $v(j,i)$ by $\pm v(i,j)$ and `ring` does the arithmetic.

With two orbitals and the pairs ordered $(1,1),(1,2),(2,1),(2,2)$,

$$T=\begin{pmatrix}\tfrac12&0&0&0\\0&\tfrac38&\tfrac18&0\\0&\tfrac18&\tfrac38&0\\0&0&0&\tfrac12\end{pmatrix}.$$

It sends $(0,1,1,0)$ to $(0,\tfrac12,\tfrac12,0)$ and $(0,1,-1,0)$ to $(0,\tfrac14,-\tfrac14,0)$.

```lean
/-- Every real pair matrix that satisfies the cusp conditions equals the fixed-amplitude
matrix. -/
theorem eq_fixedAmplitudes_of_cusp {M : Matrix (n × n) (n × n) ℝ}
    (hM : CuspConditions M) : M = fixedAmplitudes n := by
  have hT := fixedAmplitudes_cusp (n := n)
  have key : ∀ v : n × n → ℝ, M *ᵥ v = fixedAmplitudes n *ᵥ v := by
    intro v
    -- split the pair vector into its symmetric and antisymmetric parts
    obtain ⟨s, d, hs, hd, rfl⟩ : ∃ s d : n × n → ℝ,
        IsSymmetricPair s ∧ IsAntisymmetricPair d ∧ v = s + d := by
      refine ⟨fun p => (v p + v p.swap) / 2, fun p => (v p - v p.swap) / 2,
        fun i j => ?_, fun i j => ?_, ?_⟩
      · simp only [Prod.swap_prod_mk]
        ring
      · simp only [Prod.swap_prod_mk]
        ring
      · ext p
        simp only [Pi.add_apply]
        ring
    rw [Matrix.mulVec_add, Matrix.mulVec_add, hM.1 s hs, hM.2 d hd, hT.1 s hs, hT.2 d hd]
  -- compare the columns
  ext p q
  have h := congrFun (key (Pi.single q 1)) p
  simpa [Matrix.mulVec_single_one] using h
```

Here `M` is any real pair matrix, not necessarily of the form $aI+bP$. Write $v=s+d$ with

$$s(i,j)=\tfrac12[v(i,j)+v(j,i)],\qquad d(i,j)=\tfrac12[v(i,j)-v(j,i)].$$

The conditions give $Mv=\tfrac12 s+\tfrac14 d=Tv$. This is `key`. Applying it to the unit vectors `Pi.single q 1` compares the matrices column by column, so $M=T$.

## Rotating the orbitals

```lean
/-- Moving the swap through a Kronecker product exchanges the two factors. -/
theorem swapMatrix_mul_kronecker (A B : Matrix n n ℝ) :
    swapMatrix n * (A ⊗ₖ B) = (B ⊗ₖ A) * swapMatrix n := by
  ext ⟨i, j⟩ ⟨k, l⟩
  have key : ∀ q : n × n, ((k, l) = q.swap) ↔ (q = (l, k)) := by
    rintro ⟨x, y⟩
    simp only [Prod.swap_prod_mk, Prod.mk.injEq]
    constructor <;> rintro ⟨h1, h2⟩ <;> exact ⟨h2.symm, h1.symm⟩
  simp only [Matrix.mul_apply, swapMatrix, Matrix.of_apply, key, ite_mul, mul_ite, one_mul,
    zero_mul, mul_one, mul_zero, Finset.sum_ite_eq', Finset.mem_univ, if_true,
    Prod.swap_prod_mk, Matrix.kroneckerMap_apply]
  ring
```

With $(A\otimes B)_{(i,j),(k,l)}=A_{ik}B_{jl}$, written `A ⊗ₖ B`, both sides have the entry $A_{jk}B_{il}$. Hence $P(A\otimes B)=(B\otimes A)P$. The local `key` finds the one term that survives in the right-hand sum.

```lean
/-- Every combination `a I + b P` is invariant under an orthogonal rotation of the
orbitals. -/
theorem pairOperator_invariant (a b : ℝ) {U : Matrix n n ℝ} (hU : U * Uᵀ = 1) :
    (U ⊗ₖ U) * pairOperator n a b * (U ⊗ₖ U)ᵀ = pairOperator n a b := by
  have hK : (U ⊗ₖ U) * (U ⊗ₖ U)ᵀ = 1 := by
    rw [← Matrix.kroneckerMap_transpose, ← Matrix.mul_kronecker_mul, hU,
      Matrix.one_kronecker_one]
  have hcomm : (U ⊗ₖ U) * pairOperator n a b = pairOperator n a b * (U ⊗ₖ U) := by
    simp only [pairOperator, Matrix.mul_add, Matrix.add_mul, Matrix.mul_smul,
      Matrix.smul_mul, Matrix.mul_one, Matrix.one_mul, swapMatrix_mul_kronecker]
  rw [hcomm, Matrix.mul_assoc, hK, Matrix.mul_one]
```

Setting $A=B=U$ shows that $P$, and so $aI+bP$, commutes with $U\otimes U$; this is `hcomm`. From $UU^T=1$,

$$(U\otimes U)(U\otimes U)^T=UU^T\otimes UU^T=1,$$

which is `hK`. Therefore

$$(U\otimes U)(aI+bP)(U\otimes U)^T=(aI+bP)(U\otimes U)(U\otimes U)^T=aI+bP.$$

## Two orbitals determine the coefficients

```lean
/-- With at least two orbitals, `a I + b P` satisfies the cusp conditions exactly when
`a = 3/8` and `b = 1/8`, and the fixed-amplitude matrix is invariant under every orthogonal
rotation of the orbitals. -/
theorem fixedAmplitudes_unique_and_invariant [Nontrivial n] :
    (∀ a b : ℝ, CuspConditions (pairOperator n a b) ↔ a = 3 / 8 ∧ b = 1 / 8) ∧
      (∀ U : Matrix n n ℝ, U * Uᵀ = 1 →
        (U ⊗ₖ U) * fixedAmplitudes n * (U ⊗ₖ U)ᵀ = fixedAmplitudes n) := by
  refine ⟨fun a b => ⟨?_, ?_⟩, fun U hU => pairOperator_invariant _ _ hU⟩
  · rintro ⟨hS, hA⟩
    obtain ⟨i, j, hij⟩ := exists_pair_ne n
    -- the constant pair vector fixes a + b
    have h1 := congrFun (hS (fun _ => 1) (fun _ _ => rfl)) (i, j)
    rw [pairOperator_mulVec, Pi.smul_apply, smul_eq_mul] at h1
    -- an antisymmetric vector built from two distinct orbitals fixes a - b
    obtain ⟨v, hv, hval⟩ : ∃ v : n × n → ℝ, IsAntisymmetricPair v ∧ v (i, j) = 1 := by
      refine ⟨fun p => (if p.1 = i then 1 else 0) * (if p.2 = j then 1 else 0)
        - (if p.1 = j then 1 else 0) * (if p.2 = i then 1 else 0), fun x y => ?_, ?_⟩
      · ring
      · simp [hij]
    have h2 := congrFun (hA v hv) (i, j)
    rw [pairOperator_mulVec, Pi.smul_apply, smul_eq_mul, hv i j, hval] at h2
    constructor <;> linarith
  · rintro ⟨rfl, rfl⟩
    exact fixedAmplitudes_cusp
```

`[Nontrivial n]` provides two distinct orbitals $i\neq j$. The constant vector $v=1$ is symmetric, and its $(i,j)$ component gives $a+b=\tfrac12$. The vector

$$v(x,y)=\delta_{xi}\delta_{yj}-\delta_{xj}\delta_{yi}$$

is antisymmetric with $v(i,j)=1$, which gives $a-b=\tfrac14$. Here `congrFun` reads off the component, and `linarith` solves the two equations for $a=\tfrac38$, $b=\tfrac18$. The converse is the earlier check of $T$, and the second half of the statement is the invariance just shown.

```lean
/-- With at most one orbital, every choice of coefficients with `a + b = 1/2` satisfies the
cusp conditions. -/
theorem cusp_of_subsingleton [Subsingleton n] {a b : ℝ} (h : a + b = 1 / 2) :
    CuspConditions (pairOperator n a b) := by
  constructor
  · intro v hv
    ext ⟨i, j⟩
    rw [pairOperator_mulVec, Pi.smul_apply, smul_eq_mul, hv i j]
    linear_combination v (i, j) * h
  · intro v hv
    ext ⟨i, j⟩
    -- with a single orbital, an antisymmetric pair vector is zero
    have h0 : v (i, j) = 0 := by
      have h1 := hv i i
      rw [Subsingleton.elim j i]
      linarith
    rw [pairOperator_mulVec, Pi.smul_apply, smul_eq_mul, hv i j, h0]
    ring

end

end TenNoFixedAmplitudes
```

With a single orbital, $P=I$ and the only antisymmetric vector is zero, so any $a,b$ with $a+b=\tfrac12$ will do: $a=\tfrac12$, $b=0$ serves as well as $\tfrac38,\tfrac18$. The matrix is still unique, namely the number $\tfrac12$; only its splitting into $a$ and $b$ is not. `[Subsingleton n]` also admits the empty set of orbitals, where there is nothing to check.

```lean
#print axioms TenNoFixedAmplitudes.eq_fixedAmplitudes_of_cusp
#print axioms TenNoFixedAmplitudes.fixedAmplitudes_unique_and_invariant
#print axioms TenNoFixedAmplitudes.cusp_of_subsingleton
```

```
'TenNoFixedAmplitudes.eq_fixedAmplitudes_of_cusp' depends on axioms: [propext, Classical.choice, Quot.sound]
'TenNoFixedAmplitudes.fixedAmplitudes_unique_and_invariant' depends on axioms: [propext, Classical.choice, Quot.sound]
'TenNoFixedAmplitudes.cusp_of_subsingleton' depends on axioms: [propext, Classical.choice, Quot.sound]
```
